# The convolution theorem for the Hartley transform of real signals on a periodic grid

The Hartley transform expands a real signal on a periodic grid of N ≥ 1 points in the real functions cos(2πjk/N) + sin(2πjk/N), here without a normalising factor. Writing Hf for the transform of f, and f ⋆ g for the periodic convolution ∑ₘ f(m) g(j − m), the theorem `hartley_conv` states that H(f ⋆ g)(k) = [Hf(k)(Hg(k) + Hg(−k)) + Hf(−k)(Hg(k) − Hg(−k))]/2. The proof goes through the discrete Fourier transform of each signal, F(k) = ∑ⱼ exp(−2πijk/N) f(j). With this sign in the exponent, the Hartley transform is Re F(k) − Im F(k) at k and Re F(k) + Im F(k) at −k. The Fourier transform of the convolution is the product of the two Fourier transforms, so once everything is written in real and imaginary parts at k, `ring` should finish the proof.

This version doesn't compile in Lean 4 with Mathlib:

```lean
import Mathlib

open Matrix

namespace HartleyConv

noncomputable section

/-- The phase `2π jk/N` of plane wave `k` at grid point `j`, for `N ≥ 1` points, with `j` and `k`
represented by integers from `0` to `N - 1`. -/
def phase {N : ℕ} [NeZero N] (j k : ZMod N) : ℝ :=
  2 * Real.pi * (j.val * k.val) / N

/-- The Hartley matrix `H_jk = cos(2π jk/N) + sin(2π jk/N)`, for `N ≥ 1`. -/
def hartley (N : ℕ) [NeZero N] : Matrix (ZMod N) (ZMod N) ℝ :=
  Matrix.of fun j k => Real.cos (phase j k) + Real.sin (phase j k)

variable {N : ℕ} [NeZero N]

/-- The discrete Fourier transform `F(k) = ∑ⱼ exp(-2πi kj/N) f(j)` of a real signal. -/
def dft (f : ZMod N → ℝ) (k : ZMod N) : ℂ :=
  ∑ j, Complex.exp (-(phase k j : ℂ) * Complex.I) * (f j : ℂ)

/-- The periodic convolution `(f ⋆ g)(j) = ∑ₘ f(m) g(j - m)` of two real signals. -/
def conv (f g : ZMod N → ℝ) (j : ZMod N) : ℝ :=
  ∑ m, f m * g (j - m)

/-- The plane-wave factor `exp(2πi jk/N)` is the standard character of the periodic grid,
evaluated at the product `jk` modulo `N`. -/
theorem char_phase (j k : ZMod N) :
    ZMod.stdAddChar (j * k) = Complex.exp ((phase j k : ℂ) * Complex.I) := by
  have h : j * k = (((j.val * k.val : ℕ) : ℤ) : ZMod N) := by
    rw [Int.cast_natCast, Nat.cast_mul, ZMod.natCast_zmod_val, ZMod.natCast_zmod_val]
  rw [h, ZMod.stdAddChar_coe]
  congr 1
  unfold phase
  push_cast
  ring

/-- For a real signal the Hartley transform is `Re F - Im F`, with `F` its Fourier transform. -/
theorem hartley_eq_re_sub_im (f : ZMod N → ℝ) (k : ZMod N) :
    (hartley N *ᵥ f) k = (dft f k).re - (dft f k).im := by
  rw [dft, Complex.re_sum, Complex.im_sum, ← Finset.sum_sub_distrib]
  simp only [Matrix.mulVec, dotProduct]
  refine Finset.sum_congr rfl fun j _ => ?_
  rw [Complex.re_mul_ofReal, Complex.im_mul_ofReal, ← Complex.ofReal_neg,
    Complex.exp_ofReal_mul_I_re, Complex.exp_ofReal_mul_I_im, Real.cos_neg, Real.sin_neg]
  simp only [hartley, Matrix.of_apply]
  ring

/-- At the mirror frequency `-k` the Hartley transform of a real signal is
`Re F(k) + Im F(k)`. -/
theorem hartley_neg_eq_re_add_im (f : ZMod N → ℝ) (k : ZMod N) :
    (hartley N *ᵥ f) (-k) = (dft f k).re + (dft f k).im := by
  rw [dft, Complex.re_sum, Complex.im_sum, ← Finset.sum_add_distrib]
  simp only [Matrix.mulVec, dotProduct]
  refine Finset.sum_congr rfl fun j _ => ?_
  -- reversing the frequency reverses the phase
  have h : Complex.exp ((phase (-k) j : ℂ) * Complex.I) =
      Complex.exp (((-phase k j : ℝ) : ℂ) * Complex.I) := by
    rw [← char_phase, neg_mul, AddChar.map_neg_eq_inv, char_phase, ← Complex.exp_neg,
      Complex.ofReal_neg, neg_mul]
  have hc := congrArg Complex.re h
  have hs := congrArg Complex.im h
  simp only [Complex.exp_ofReal_mul_I_re] at hc
  simp only [Complex.exp_ofReal_mul_I_im] at hs
  rw [Complex.re_mul_ofReal, Complex.im_mul_ofReal, ← Complex.ofReal_neg,
    Complex.exp_ofReal_mul_I_re, Complex.exp_ofReal_mul_I_im]
  simp only [hartley, Matrix.of_apply, hc, hs]
  ring

/-- The convolution theorem: the Fourier transform of a periodic convolution is the product
of the Fourier transforms. -/
theorem dft_conv (f g : ZMod N → ℝ) (k : ZMod N) :
    dft (conv f g) k = dft f k * dft g k := by
  have hχ : ∀ h : ZMod N → ℝ, dft h k = ∑ j, ZMod.stdAddChar (-(k * j)) * (h j : ℂ) := by
    intro h
    refine Finset.sum_congr rfl fun j _ => ?_
    rw [AddChar.map_neg_eq_inv, char_phase, ← Complex.exp_neg, neg_mul]
  rw [hχ, hχ, hχ, Finset.sum_mul_sum]
  simp only [conv, Complex.ofReal_sum, Complex.ofReal_mul, Finset.mul_sum]
  rw [Finset.sum_comm]
  refine Finset.sum_congr rfl fun m _ => ?_
  -- shift the grid by `m`
  refine (Equiv.sum_comp (Equiv.addRight m) _).symm.trans ?_
  refine Finset.sum_congr rfl fun j _ => ?_
  have h : ZMod.stdAddChar (-(k * (j + m))) =
      ZMod.stdAddChar (-(k * m)) * ZMod.stdAddChar (-(k * j)) := by
    rw [← AddChar.map_add_eq_mul]
    congr 1
    ring
  simp only [Equiv.coe_addRight, add_sub_cancel_right]
  rw [h]
  ring

/-- The convolution theorem in real arithmetic: the Hartley transform of a periodic convolution
follows from the Hartley transforms of the two real signals at `k` and `-k`. -/
theorem hartley_conv (f g : ZMod N → ℝ) (k : ZMod N) :
    (hartley N *ᵥ conv f g) k =
      ((hartley N *ᵥ f) k * ((hartley N *ᵥ g) k + (hartley N *ᵥ g) (-k))
        + (hartley N *ᵥ f) (-k) * ((hartley N *ᵥ g) k - (hartley N *ᵥ g) (-k))) / 2 := by
  simp only [hartley_neg_eq_re_add_im, hartley_eq_re_sub_im, dft_conv,
    Complex.mul_re, Complex.mul_im]
  ring

end

end HartleyConv
```

The error:

```
Try this:
  [apply] ring_nf
  
  The `ring` tactic failed to close the goal. Use `ring_nf` to obtain a normal form.
    
  Note that `ring` works primarily in *commutative* rings. If you have a noncommutative ring, abelian group or module, consider using `noncomm_ring`, `abel` or `module` instead.
Main.lean:101:87: error: unsolved goals
N : ℕ
inst✝ : NeZero N
f g : ZMod N → ℝ
k : ZMod N
⊢ (dft f k).re * (dft g k).re - (dft f k).re * (dft g k).im - (dft g k).re * (dft f k).im -
      (dft f k).im * (dft g k).im =
    (dft f k).re * (dft g k).re * (1 / 2) + (dft f k).re * (dft g k).im * (-1 / 2) +
                                (dft f k).re * (dft g (-k)).re * (1 / 2) +
                              (dft f k).re * (dft g (-k)).im * (-1 / 2) +
                            (dft g k).re * (dft f k).im * (-1 / 2) +
                          (dft g k).re * (dft f (-k)).re * (1 / 2) +
                        (dft g k).re * (dft f (-k)).im * (-1 / 2) +
                      (dft f k).im * (dft g k).im * (1 / 2) +
                    (dft f k).im * (dft g (-k)).re * (-1 / 2) +
                  (dft f k).im * (dft g (-k)).im * (1 / 2) +
                (dft g k).im * (dft f (-k)).re * (-1 / 2) +
              (dft g k).im * (dft f (-k)).im * (1 / 2) +
            (dft g (-k)).re * (dft f (-k)).re * (-1 / 2) +
          (dft g (-k)).re * (dft f (-k)).im * (1 / 2) +
        (dft g (-k)).im * (dft f (-k)).re * (1 / 2) +
      (dft g (-k)).im * (dft f (-k)).im * (-1 / 2)
Main.lean:102:13: warning: This simp argument is unused:
  hartley_neg_eq_re_add_im

Hint: Omit it from the simp argument list.
  [apply] simp only [hartley_eq_re_sub_im, dft_conv, Complex.mul_re, Complex.mul_im]

Note: This linter can be disabled with `set_option linter.unusedSimpArgs false`
```

What went wrong. The error shows the goal that `ring` could not close. Its right side contains `dft f (-k)` and `dft g (-k)`, whereas its left side has only values at `k`. To `ring` these are unrelated quantities, and without a relation between them it cannot prove the equality.

They come from the `simp only` call. The lemma `hartley_eq_re_sub_im` holds at every frequency, so it also matches the Hartley transforms at `-k`. Lean used it there, and `hartley_neg_eq_re_add_im`, which would have given Fourier values at `k`, never fired. The warning that this argument is unused says the same.

The repair replaces `simp only` with `rw` and gives the lemmas explicit arguments. `hartley_neg_eq_re_add_im f k` and its counterpart for `g` rewrite the transforms at `-k`, and the instances of `hartley_eq_re_sub_im` are now fixed at `k`. After `dft_conv` and the rules for the real and imaginary parts of a product, only Fourier values at `k` remain, and `ring` closes the goal.

Fix (accepted with no message):

```diff
@@ -100,6 +100,7 @@
       ((hartley N *ᵥ f) k * ((hartley N *ᵥ g) k + (hartley N *ᵥ g) (-k))
         + (hartley N *ᵥ f) (-k) * ((hartley N *ᵥ g) k - (hartley N *ᵥ g) (-k))) / 2 := by
-  simp only [hartley_neg_eq_re_add_im, hartley_eq_re_sub_im, dft_conv,
-    Complex.mul_re, Complex.mul_im]
+  rw [hartley_neg_eq_re_add_im f k, hartley_neg_eq_re_add_im g k,
+    hartley_eq_re_sub_im (conv f g) k, hartley_eq_re_sub_im f k, hartley_eq_re_sub_im g k,
+    dft_conv, Complex.mul_re, Complex.mul_im]
   ring
 
```
